# Eigenvectors of a Hermitian pencil with nonreal eigenvalue have zero metric norm

Let \(H\) and \(S\) be complex square matrices of the same finite size. The metric \(S\) may be indefinite or singular. The inner product \(\langle y,x\rangle=\sum_i y_i^*x_i\) is conjugate-linear in its first argument, so \(\langle y,Ax\rangle\) is written `star y ⬝ᵥ A *ᵥ x` in Lean. On a number, `star` is complex conjugation. The metric norm of \(x\) is the number \(\langle x,Sx\rangle\), without a square root. In a Hermitian pencil both \(H\) and \(S\) are Hermitian, and the metric norm is then real but may be negative or zero.

```lean
import Mathlib

open Matrix
open scoped ComplexOrder

namespace IndefiniteMetricEigenproblem

noncomputable section

variable {n : Type*} [Fintype n]
```

A complex number \(z\) is an eigenvalue if some nonzero \(x\) satisfies \(Hx=zSx\). Infinite eigenvalues, which a singular \(S\) can produce, are left out.

```lean
/-- The number `z` is an eigenvalue of the generalized problem `H x = z S x`:
some nonzero vector `x` solves it. -/
def IsEigenvalue (H S : Matrix n n ℂ) (z : ℂ) : Prop :=
  ∃ x : n → ℂ, x ≠ 0 ∧ H *ᵥ x = z • (S *ᵥ x)
```

### (a) Acting to the left

Show that a Hermitian \(A\) satisfies
\[\langle y,Ax\rangle=\langle Ay,x\rangle .\]

Since \(A_{ij}=A_{ji}^*\),
\[\sum_{ij}y_i^*A_{ij}x_j=\sum_j\Big(\sum_i A_{ji}y_i\Big)^*x_j .\]

```lean
/-- A Hermitian matrix may act on either side of the inner product. -/
theorem hermitian_move {A : Matrix n n ℂ} (hA : A.IsHermitian) (x y : n → ℂ) :
    star y ⬝ᵥ A *ᵥ x = star (A *ᵥ y) ⬝ᵥ x := by
  rw [Matrix.star_mulVec, hA.eq, Matrix.dotProduct_mulVec]
```

### (b) Orthogonality of two solutions

Let \(H,S\) be Hermitian, \(Hx=zSx\), \(Hy=wSy\) and \(z\ne w^*\). Show that
\[\langle y,Sx\rangle=\langle y,Hx\rangle=0 .\]

Acting to the right gives \(\langle y,Hx\rangle=z\langle y,Sx\rangle\) (`h1`). Acting to the left and using (a) twice gives (`h2`)
\[\langle y,Hx\rangle=\langle wSy,x\rangle=w^*\langle Sy,x\rangle=w^*\langle y,Sx\rangle .\]
Subtracting, \((z-w^*)\langle y,Sx\rangle=0\) (`h3`). The first factor is nonzero, so \(\langle y,Sx\rangle=0\), and then \(\langle y,Hx\rangle=0\) by `h1`.

```lean
/-- For Hermitian `H` and `S`, solutions of `H x = z S x` and `H y = w S y` are orthogonal
with respect to both `S` and `H` whenever `z` differs from the complex conjugate of `w`. -/
theorem metric_orthogonality {H S : Matrix n n ℂ} (hH : H.IsHermitian) (hS : S.IsHermitian)
    {z w : ℂ} {x y : n → ℂ} (hx : H *ᵥ x = z • (S *ᵥ x)) (hy : H *ᵥ y = w • (S *ᵥ y))
    (hzw : z ≠ star w) :
    star y ⬝ᵥ S *ᵥ x = 0 ∧ star y ⬝ᵥ H *ᵥ x = 0 := by
  -- let `H` act to the right
  have h1 : star y ⬝ᵥ H *ᵥ x = z * (star y ⬝ᵥ S *ᵥ x) := by
    rw [hx, dotProduct_smul, smul_eq_mul]
  -- let `H` act to the left
  have h2 : star y ⬝ᵥ H *ᵥ x = star w * (star y ⬝ᵥ S *ᵥ x) := by
    rw [hermitian_move hH, hy, star_smul, smul_dotProduct, smul_eq_mul, ← hermitian_move hS]
  have h3 : (z - star w) * (star y ⬝ᵥ S *ᵥ x) = 0 := by
    linear_combination h2 - h1
  have h4 := (mul_eq_zero.mp h3).resolve_left (sub_ne_zero.mpr hzw)
  exact ⟨h4, by rw [h1, h4, mul_zero]⟩
```

### (c) Nonreal eigenvalues

For Hermitian \(H,S\) and \(Hx=zSx\) with \(\operatorname{Im}z\neq0\), show that
\[\langle x,Sx\rangle=\langle x,Hx\rangle=0 .\]

Take \(y=x\) and \(w=z\) in (b); a nonreal \(z\) differs from \(z^*\). For finite linear-response matrices, this means that an eigensolver cannot scale such a vector to \(\langle x,Sx\rangle=\pm1\).

```lean
/-- For Hermitian `H` and `S`, a solution of `H x = z S x` with nonreal `z` has
`⟨x, S x⟩ = 0` and `⟨x, H x⟩ = 0`. -/
theorem null_of_nonreal {H S : Matrix n n ℂ} (hH : H.IsHermitian) (hS : S.IsHermitian)
    {z : ℂ} {x : n → ℂ} (hx : H *ᵥ x = z • (S *ᵥ x)) (hz : z.im ≠ 0) :
    star x ⬝ᵥ S *ᵥ x = 0 ∧ star x ⬝ᵥ H *ᵥ x = 0 :=
  metric_orthogonality hH hS hx hx fun h => hz (Complex.conj_eq_iff_im.mp h.symm)
```

### (d) A positive definite \(H\)

Let \(H\) be positive definite, which in response theory expresses stability of the reference state, and let \(S\) be Hermitian. Show that every eigenvalue satisfies
\[\operatorname{Im}z=0 .\]

Otherwise (c) gives \(\langle x,Hx\rangle=0\) with \(x\neq0\), contradicting positivity.

```lean
/-- If `H` is positive definite and `S` is Hermitian, every eigenvalue of
`H x = z S x` is real. -/
theorem real_of_posDef {H S : Matrix n n ℂ} (hH : H.PosDef) (hS : S.IsHermitian)
    {z : ℂ} (h : IsEigenvalue H S z) : z.im = 0 := by
  obtain ⟨x, hx0, hx⟩ := h
  by_contra hz
  -- a nonreal eigenvalue would need a nonzero vector with `⟨x, H x⟩ = 0`
  exact (hH.dotProduct_mulVec_pos hx0).ne' (null_of_nonreal hH.isHermitian hS hx hz).2
```

The same argument gives a neighbouring result, not formalised here: for Hermitian \(H\) and \(S\), all eigenvalues are real whenever some combination \(\alpha H+\beta S\) with real \(\alpha,\beta\) is positive definite.

### (e) The secular equation

For arbitrary \(H,S\), show that \(z\) is an eigenvalue exactly when
\[\det(H-zS)=0 .\]

The eigenvalue equation reads \((H-zS)x=0\), and a nonzero solution exists exactly when the matrix is singular.

```lean
/-- The eigenvalues of `H x = z S x` are the solutions of the secular equation
`det (H - z S) = 0`. -/
theorem isEigenvalue_iff_det [DecidableEq n] (H S : Matrix n n ℂ) (z : ℂ) :
    IsEigenvalue H S z ↔ (H - z • S).det = 0 := by
  rw [← Matrix.exists_mulVec_eq_zero_iff]
  simp only [IsEigenvalue, Matrix.sub_mulVec, Matrix.smul_mulVec, sub_eq_zero]
```

### (f) Conjugate pairs

For Hermitian \(H,S\), show that if \(z\) is an eigenvalue, then so is \(z^*\):
\[\det(H-z^*S)=0 .\]

Since \(H-z^*S=(H-zS)^\dagger\), its determinant is \(\det(H-zS)^*=0\).

```lean
/-- For Hermitian `H` and `S`, the complex conjugate of an eigenvalue is an eigenvalue. -/
theorem conjugate_eigenvalue [DecidableEq n] {H S : Matrix n n ℂ} (hH : H.IsHermitian)
    (hS : S.IsHermitian) {z : ℂ} (h : IsEigenvalue H S z) : IsEigenvalue H S (star z) := by
  rw [isEigenvalue_iff_det] at h ⊢
  have e : H - star z • S = (H - z • S)ᴴ := by
    rw [Matrix.conjTranspose_sub, Matrix.conjTranspose_smul, hH.eq, hS.eq]
  rw [e, Matrix.det_conjTranspose, h, star_zero]
```

### (g) An explicit nonreal eigenvalue

Now take one excitation coupled to its de-excitation. The real number \(a\) is the diagonal response element and the real number \(b\) the coupling:
\[H=\begin{pmatrix}a&b\\b&a\end{pmatrix},\qquad S=\begin{pmatrix}1&0\\0&-1\end{pmatrix}.\]

```lean
/-- The two-level response matrix with real diagonal element `a` and real coupling `b`. -/
def response (a b : ℝ) : Matrix (Fin 2) (Fin 2) ℂ := !![(a : ℂ), (b : ℂ); (b : ℂ), (a : ℂ)]

/-- The indefinite metric `diag(1, -1)`. -/
def metric : Matrix (Fin 2) (Fin 2) ℂ := !![1, 0; 0, -1]
```

For \(a=0\), \(b=1\), check that both matrices are Hermitian and that \(x=(1,i)\) satisfies
\[Hx=iSx .\]

Both matrices are real and symmetric. Here \(Hx=(i,1)\) and \(Sx=(1,-i)\), so \(iSx=(i,1)\). Lean compares entries.

```lean
/-- The response matrix with `a = 0`, `b = 1` and the metric `diag(1, -1)` are Hermitian, and
the vector `(1, i)` solves their generalized eigenproblem with the eigenvalue `i`. -/
theorem null_of_nonreal_witness :
    (response 0 1).IsHermitian ∧ metric.IsHermitian ∧
      response 0 1 *ᵥ ![1, Complex.I] = Complex.I • (metric *ᵥ ![1, Complex.I]) := by
  refine ⟨?_, ?_, ?_⟩
  · ext i j
    fin_cases i <;> fin_cases j <;> simp [response]
  · ext i j
    fin_cases i <;> fin_cases j <;> simp [metric]
  · ext i
    fin_cases i <;> simp [response, metric, Matrix.mulVec, dotProduct, Fin.sum_univ_succ]
```

### (h) Eigenvalues of the two-level model

Show that \(z\) is an eigenvalue exactly when
\[z^2=a^2-b^2 .\]

By (e), the condition is \((a-z)(a+z)-b^2=0\).

```lean
/-- The eigenvalues of the two-level response problem are the solutions of
`z² = a² - b²`. -/
theorem response_eigenvalue_iff (a b : ℝ) (z : ℂ) :
    IsEigenvalue (response a b) metric z ↔ z ^ 2 = (a : ℂ) ^ 2 - (b : ℂ) ^ 2 := by
  have hdet : (response a b - z • metric).det = (a : ℂ) ^ 2 - (b : ℂ) ^ 2 - z ^ 2 := by
    rw [Matrix.det_fin_two]
    simp [response, metric]
    ring
  rw [isEigenvalue_iff_det, hdet]
  constructor <;> intro h <;> linear_combination -h
```

### (i) Onset of the instability

Show that an eigenvalue \(z\) satisfies
\[\operatorname{Im}z\ne0\iff|a|<|b| .\]

Write \(z=u+iv\). Then (h) gives \(u^2-v^2=a^2-b^2\) and \(uv=0\). If \(v\neq0\), then \(u=0\) and \(a^2-b^2=-v^2<0\). Conversely, if \(a^2<b^2\), then \(v=0\) would give \(u^2<0\). `nlinarith` closes both directions. The instability meant here is exponential growth in time. For \(a<-|b|\) the eigenvalues are real although \(H\) is negative definite, so real eigenvalues alone do not show that the reference state is stable in the sense of (d).

```lean
/-- An eigenvalue of the two-level response problem is nonreal exactly when the coupling
exceeds the diagonal element in magnitude, `|a| < |b|`. -/
theorem response_instability {a b : ℝ} {z : ℂ} (h : IsEigenvalue (response a b) metric z) :
    z.im ≠ 0 ↔ |a| < |b| := by
  rw [response_eigenvalue_iff] at h
  -- real and imaginary parts of `z² = a² - b²`
  have hre := congrArg Complex.re h
  have him := congrArg Complex.im h
  simp only [pow_two, Complex.sub_re, Complex.mul_re, Complex.sub_im, Complex.mul_im,
    Complex.ofReal_re, Complex.ofReal_im] at hre him
  rw [← sq_lt_sq]
  constructor
  · intro hz
    have hprod : z.re * z.im = 0 := by linarith
    have hx : z.re = 0 := (mul_eq_zero.mp hprod).resolve_right hz
    rw [hx] at hre
    have hpos : 0 < z.im ^ 2 := by positivity
    nlinarith
  · intro hab hz
    rw [hz] at hre
    nlinarith [sq_nonneg z.re]
```

### (j) The growth rate

For \(|a|\le|b|\), show that the eigenvalues are
\[z=\pm i\sqrt{b^2-a^2} .\]

The right side of (h) equals \((i\sqrt{b^2-a^2})^2\), and equal squares mean equal or opposite numbers. With time factor \(e^{-izt}\), the upper sign grows when \(|a|<|b|\).

```lean
/-- For `|a| ≤ |b|` the eigenvalues of the two-level response problem are
`i √(b² - a²)` and `-i √(b² - a²)`. -/
theorem response_growth_rate {a b : ℝ} (hab : |a| ≤ |b|) (z : ℂ) :
    IsEigenvalue (response a b) metric z ↔
      z = (Real.sqrt (b ^ 2 - a ^ 2) : ℂ) * Complex.I ∨
        z = -((Real.sqrt (b ^ 2 - a ^ 2) : ℂ) * Complex.I) := by
  have hk : (Real.sqrt (b ^ 2 - a ^ 2) : ℂ) ^ 2 = (b : ℂ) ^ 2 - (a : ℂ) ^ 2 := by
    have h := Real.sq_sqrt (sub_nonneg.mpr (sq_le_sq.mpr hab))
    exact_mod_cast h
  have e : (a : ℂ) ^ 2 - (b : ℂ) ^ 2
      = ((Real.sqrt (b ^ 2 - a ^ 2) : ℂ) * Complex.I) ^ 2 := by
    rw [mul_pow, Complex.I_sq, hk]
    ring
  rw [response_eigenvalue_iff, e, sq_eq_sq_iff_eq_or_eq_neg]
```

For \(a=3\), \(b=5\), the eigenvalues are \(\pm4i\). The vector \(x=(5,-3+4i)\) belongs to \(4i\), and
\[\langle x,Sx\rangle=25-25=0,\qquad \langle x,Hx\rangle=3\cdot50+5\cdot(-30)=0 .\]

### (k) A null vector with a real eigenvalue

At \(a=b\), show that \(x=(1,-1)\) satisfies
\[Hx=0\cdot Sx,\qquad\langle x,Sx\rangle=0 .\]

Each entry of \(Hx\) is \(a-a=0\), and \(\langle x,Sx\rangle=1-1=0\). Zero metric norm therefore does not imply a nonreal eigenvalue.

```lean
/-- At `a = b` the vector `(1, -1)` solves the two-level response problem with the real
eigenvalue `0`, and its metric norm `⟨x, S x⟩` vanishes. -/
theorem null_with_real_eigenvalue (a : ℝ) :
    response a a *ᵥ ![1, -1] = (0 : ℂ) • (metric *ᵥ ![1, -1]) ∧
      star (![1, -1] : Fin 2 → ℂ) ⬝ᵥ metric *ᵥ ![1, -1] = 0 := by
  constructor
  · ext i
    fin_cases i <;> simp [response, Matrix.mulVec, dotProduct, Fin.sum_univ_succ]
  · simp [metric, Matrix.mulVec, dotProduct, Fin.sum_univ_succ]

end

end IndefiniteMetricEigenproblem
```

```lean
#print axioms IndefiniteMetricEigenproblem.real_of_posDef
#print axioms IndefiniteMetricEigenproblem.response_instability
#print axioms IndefiniteMetricEigenproblem.response_growth_rate
#print axioms IndefiniteMetricEigenproblem.null_with_real_eigenvalue
```

```
'IndefiniteMetricEigenproblem.real_of_posDef' depends on axioms: [propext, Classical.choice, Quot.sound]
'IndefiniteMetricEigenproblem.response_instability' depends on axioms: [propext, Classical.choice, Quot.sound]
'IndefiniteMetricEigenproblem.response_growth_rate' depends on axioms: [propext, Classical.choice, Quot.sound]
'IndefiniteMetricEigenproblem.null_with_real_eigenvalue' depends on axioms: [propext, Classical.choice, Quot.sound]
```
